# With bounded rounding per step and a stored factor of modulus at most one, the error of a phase table grows at most linearly

## Two steps of the recurrence

Let $w$ be an exact phase factor, $|w|=1$, and suppose we want $w^2$ by repeated multiplication. The computer holds a number $v$ with $|v-w|\le d$ in place of $w$, and each multiplication is off by at most $r$. Starting from $z_0=1$, the first entry obeys $|z_1-v|\le r$, so

$$|z_1-w|\le|z_1-v|+|v-w|\le r+d .$$

The second step shows how errors are passed on:

$$z_2-w^2=(z_2-vz_1)+v(z_1-w)+(v-w)w .$$

The three terms are the new rounding error, the old error multiplied by $v$, and the error of the stored factor. If $|v|\le1$, the old error is not amplified, and $|z_2-w^2|\le r+(d+r)+d=2(d+r)$. Each step adds at most $d+r$, so after $n$ steps the error is at most $n(d+r)$.

The Lean file below proves this for every $n$ and carries the bound to the structure factor of a crystal. That quantity enters the local potential in plane-wave electronic-structure codes; here the form factors are taken as exact, and only the phase tables carry errors.

## Tables, phases and structure factors as Lean objects

```lean
import Mathlib

open Finset ComplexConjugate

namespace PhaseRecurrence

noncomputable section
```

The file loads the Mathlib library and opens the notation for finite sums and for complex conjugation, written `conj`.

```lean
/-- A computed phase table: it starts at one, and each entry is the stored factor `v` times
the previous entry, up to a rounding error of modulus at most `r`. -/
def IsPhaseTable (v : ℂ) (r : ℝ) (z : ℕ → ℂ) : Prop :=
  z 0 = 1 ∧ ∀ n, ‖z (n + 1) - v * z n‖ ≤ r
```

`IsPhaseTable v r z` is a statement about a stored factor $v$, a real number $r$ and a sequence $z$ of complex numbers. It says that $z_0=1$ and $|z_{n+1}-vz_n|\le r$ for all $n$. The double bars are the modulus.

The number $r$ stands for the rounding error of one complex multiplication. In floating point that error is a small multiple of the machine precision times the size of the entry, and the entries here have modulus near one, so a single absolute bound is reasonable over the range of a table. Floating-point numbers themselves are not modelled: any sequence that obeys the inequality counts. A real table is finite, but it can be continued without further error by $z_{n+1}=vz_n$, so the infinite sequence is no restriction.

```lean
/-- Reading a phase table at an integer index: negative indices are obtained by complex
conjugation of the entry at the opposite index. -/
def signedEntry (z : ℕ → ℂ) : ℤ → ℂ
  | Int.ofNat n => z n
  | Int.negSucc n => conj (z (n + 1))
```

This function reads the table at an integer index. Lean builds the integers from two cases: `Int.ofNat n` is $n\ge0$, and `Int.negSucc n` is $-(n+1)$. The entry at $-1$ is therefore $\overline{z_1}$, the entry at $-2$ is $\overline{z_2}$, and so on.

```lean
/-- The elementary phase factor `exp(-2πi x)` of an atom at fractional coordinate `x`. -/
def phase (x : ℝ) : ℂ := Complex.exp (-(2 * Real.pi * Complex.I * x))
```

For a real fractional coordinate $x$, `phase x` is $e^{-2\pi\mathrm{i}x}$. The minus sign is a convention, kept throughout.

```lean
/-- The exact structure factor `∑ⱼ fⱼ exp(-2πi m·xⱼ)` at Miller indices `m`, for atoms with
form factors `fⱼ` and fractional positions `xⱼ`. -/
def structureFactor {ι : Type*} [Fintype ι] (f : ι → ℂ) (x : ι → Fin 3 → ℝ)
    (m : Fin 3 → ℤ) : ℂ :=
  ∑ j, f j * Complex.exp (-(2 * Real.pi * Complex.I * ∑ a, (m a : ℂ) * (x j a : ℂ)))
```

This is the exact structure factor

$$S(m)=\sum_j f_j\,e^{-2\pi\mathrm{i}\sum_a m_a x_{ja}} .$$

The atoms $j$ are labelled by a finite type `ι`, and the directions $a$ by `Fin 3`, whose elements are 0, 1 and 2. Since positions are fractional and the $m_a$ are integer Miller indices, no lattice vectors appear, and there is no volume prefactor. The form factors $f_j$ carry no dependence on $m$, but the final theorem holds for each $m$ separately, so one may insert the values that belong to that $m$.

```lean
/-- The structure factor assembled from three one-dimensional phase tables per atom. -/
def tableStructureFactor {ι : Type*} [Fintype ι] (f : ι → ℂ) (z : ι → Fin 3 → ℕ → ℂ)
    (m : Fin 3 → ℤ) : ℂ :=
  ∑ j, f j * ∏ a, signedEntry (z j a) (m a)
```

This is the version a program assembles: for each atom, the exponential is replaced by a product of three table entries, one per direction. The products and the sum over atoms are taken without rounding.

## Error of one table

```lean
/-- For an exact factor `w` of modulus one and a stored factor `v` within `d` of it, the error
of the `n`-th table entry is at most `d + r` times the geometric sum of the powers of `|v|`. -/
theorem table_error_geometric {w v : ℂ} {d r : ℝ} {z : ℕ → ℂ} (hw : ‖w‖ = 1)
    (hd : ‖v - w‖ ≤ d) (hz : IsPhaseTable v r z) (n : ℕ) :
    ‖z n - w ^ n‖ ≤ (d + r) * ∑ k ∈ range n, ‖v‖ ^ k := by
  induction n with
  | zero => simp [hz.1]
  | succ n ih =>
    -- new error = rounding error + propagated old error + error of the stored factor
    have split : z (n + 1) - w ^ (n + 1)
        = (z (n + 1) - v * z n) + v * (z n - w ^ n) + (v - w) * w ^ n := by ring
    have h1 := norm_add₃_le (a := z (n + 1) - v * z n) (b := v * (z n - w ^ n))
      (c := (v - w) * w ^ n)
    rw [← split, norm_mul, norm_mul, norm_pow, hw, one_pow, mul_one] at h1
    have h2 := mul_le_mul_of_nonneg_left ih (norm_nonneg v)
    have h3 := hz.2 n
    rw [geom_sum_succ]
    linarith
```

In a Lean theorem, the curly braces hold quantities that Lean can infer, the round brackets hold the hypotheses and the quantities that are given explicitly, the claim stands between the colon after these brackets and the sign `:=`, and the proof comes after that sign. The claim here is

$$|z_n-w^n|\le(d+r)\,G_n,\qquad G_n=\sum_{k=0}^{n-1}|v|^k ,$$

with no condition on $|v|$.

For $n=0$ both sides vanish. For the step from $n$ to $n+1$, write

$$z_{n+1}-w^{n+1}=(z_{n+1}-vz_n)+v(z_n-w^n)+(v-w)w^n .$$

Take moduli, use $|w^n|=1$, and insert the bound for $n$:

$$|z_{n+1}-w^{n+1}|\le r+|v|(d+r)G_n+d=(d+r)(|v|G_n+1)=(d+r)G_{n+1}.$$

The proof has the same order. `induction n` produces the two cases, with the bound for $n$ available as `ih`. The identity `split` is checked by `ring`, which verifies polynomial identities, and `norm_add₃_le` is the triangle inequality for three terms. The lemma `geom_sum_succ` supplies $G_{n+1}=|v|G_n+1$, and `linarith` combines the inequalities.

```lean
/-- Linear growth of round-off: if the exact factor has modulus one and the stored factor has
modulus at most one and lies within `d` of it, the `n`-th entry is wrong by at most
`n (d + r)`. -/
theorem table_error_linear {w v : ℂ} {d r : ℝ} {z : ℕ → ℂ} (hw : ‖w‖ = 1) (hv : ‖v‖ ≤ 1)
    (hd : ‖v - w‖ ≤ d) (hz : IsPhaseTable v r z) (n : ℕ) :
    ‖z n - w ^ n‖ ≤ n * (d + r) := by
  have hdr : 0 ≤ d + r :=
    add_nonneg ((norm_nonneg _).trans hd) ((norm_nonneg _).trans (hz.2 0))
  have hsum : ∑ k ∈ range n, ‖v‖ ^ k ≤ (n : ℝ) := by
    calc ∑ k ∈ range n, ‖v‖ ^ k ≤ ∑ _k ∈ range n, (1 : ℝ) :=
          sum_le_sum fun k _ => pow_le_one₀ (norm_nonneg v) hv
      _ = n := by simp
  have h := mul_le_mul_of_nonneg_left hsum hdr
  linarith [table_error_geometric hw hd hz n]
```

With $|v|\le1$, every term of $G_n$ is at most one, so $G_n\le n$. Multiplying by $d+r$, which is non-negative because $d$ and $r$ bound moduli, gives

$$|z_n-w^n|\le n(d+r).$$

In the proof, `hdr` records the sign of $d+r$ and `hsum` records $G_n\le n$.

The condition $|v|\le1$ says that the stored factor does not stretch what it multiplies. A rounded cosine and sine can miss it slightly. Then $|v|\le1+d$, and the geometric bound of the preceding theorem takes over; it stays close to $n(d+r)$ as long as $nd$ is much smaller than one.

```lean
/-- The linear bound is attained: for an exactly stored factor `w` of modulus one and any
`r ≥ 0`, the table `(1 + n r) wⁿ` has rounding errors at most `r` and total error `n r`. -/
theorem linear_growth_attained {w : ℂ} {r : ℝ} (hw : ‖w‖ = 1) (hr : 0 ≤ r) :
    IsPhaseTable w r (fun n => (1 + n * r) * w ^ n) ∧
      ∀ n : ℕ, ‖(1 + n * r) * w ^ n - w ^ n‖ = n * r := by
  refine ⟨⟨by simp, fun n => ?_⟩, fun n => ?_⟩
  · have h : (1 + ((n + 1 : ℕ) : ℂ) * r) * w ^ (n + 1) - w * ((1 + n * r) * w ^ n)
        = (r : ℂ) * w ^ (n + 1) := by push_cast; ring
    rw [h, norm_mul, norm_pow, hw, one_pow, mul_one, Complex.norm_real,
      Real.norm_of_nonneg hr]
  · have h : (1 + (n : ℂ) * r) * w ^ n - w ^ n = ((n * r : ℝ) : ℂ) * w ^ n := by
      push_cast; ring
    rw [h, norm_mul, norm_pow, hw, one_pow, mul_one, Complex.norm_real,
      Real.norm_of_nonneg (by positivity)]
```

Could a better argument beat linear growth? Not in general. Take $v=w$, so that $d=0$, and the table $z_n=(1+nr)w^n$. Its rounding errors are

$$z_{n+1}-wz_n=(1+(n+1)r)w^{n+1}-(1+nr)w^{n+1}=r\,w^{n+1},$$

of modulus exactly $r$, and its total error is $|nr\,w^n|=nr$. Every rounding error points along the current phase, so they all add up. The theorem states both facts, joined by `∧`. Errors that vary in direction partly cancel, so an actual table may do better than this worst case.

```lean
/-- Under the hypotheses of the linear bound, an entry read at an integer index `m` is wrong
by at most `|m| (d + r)`. -/
theorem signedEntry_error {w v : ℂ} {d r : ℝ} {z : ℕ → ℂ} (hw : ‖w‖ = 1) (hv : ‖v‖ ≤ 1)
    (hd : ‖v - w‖ ≤ d) (hz : IsPhaseTable v r z) (m : ℤ) :
    ‖signedEntry z m - w ^ m‖ ≤ m.natAbs * (d + r) := by
  cases m with
  | ofNat n => simpa [signedEntry] using table_error_linear hw hv hd hz n
  | negSucc n =>
    -- the inverse of a phase is its conjugate
    have hinv : (w ^ (n + 1))⁻¹ = conj (w ^ (n + 1)) := by
      apply inv_eq_of_mul_eq_one_right
      rw [Complex.mul_conj, Complex.normSq_eq_norm_sq, norm_pow, hw]
      simp
    rw [zpow_negSucc, hinv, signedEntry, ← map_sub, RCLike.norm_conj]
    exact table_error_linear hw hv hd hz (n + 1)
```

For a negative index, use $w^n\,\overline{w^n}=|w^n|^2=1$, which gives $w^{-n}=\overline{w^n}$. Hence

$$|\overline{z_n}-w^{-n}|=|\overline{z_n-w^n}|=|z_n-w^n|\le n(d+r).$$

Conjugation adds no error, and for every integer $m$ the bound is $|m|(d+r)$. In Lean, `m.natAbs` is $|m|$ as a natural number. The proof follows the two cases of the integers; `hinv` is the statement that the inverse of the phase is its conjugate.

## Three phases multiplied together

```lean
/-- If factors `bᵢ` of modulus one are replaced by `aᵢ` with errors at most `eᵢ`, their
product changes by at most `∏ (1 + eᵢ) - 1`. -/
theorem prod_phase_error {κ : Type*} (s : Finset κ) {a b : κ → ℂ} {e : κ → ℝ}
    (hb : ∀ i, ‖b i‖ = 1) (h : ∀ i, ‖a i - b i‖ ≤ e i) :
    ‖∏ i ∈ s, a i - ∏ i ∈ s, b i‖ ≤ ∏ i ∈ s, (1 + e i) - 1 := by
  classical
  induction s using Finset.induction_on with
  | empty => simp
  | insert i s hi ih =>
    rw [prod_insert hi, prod_insert hi, prod_insert hi]
    have hB : ‖∏ i ∈ s, b i‖ = 1 := by
      rw [norm_prod]
      exact prod_eq_one fun i _ => hb i
    have hA := norm_add_le (∏ i ∈ s, a i - ∏ i ∈ s, b i) (∏ i ∈ s, b i)
    rw [sub_add_cancel, hB] at hA
    have split : a i * ∏ i ∈ s, a i - b i * ∏ i ∈ s, b i
        = (a i - b i) * ∏ i ∈ s, a i + b i * (∏ i ∈ s, a i - ∏ i ∈ s, b i) := by ring
    have h1 := norm_add_le ((a i - b i) * ∏ i ∈ s, a i)
      (b i * (∏ i ∈ s, a i - ∏ i ∈ s, b i))
    rw [← split, norm_mul, norm_mul, hb i, one_mul] at h1
    have h2 : ‖a i - b i‖ * ‖∏ i ∈ s, a i‖ ≤ e i * ∏ i ∈ s, (1 + e i) :=
      mul_le_mul (h i) (by linarith) (norm_nonneg _) ((norm_nonneg _).trans (h i))
    linarith
```

In this lemma $a_i$ and $b_i$ are complex factors, with $|b_i|=1$ and $|a_i-b_i|\le e_i$. The claim is

$$\Big|\prod_{i\in s}a_i-\prod_{i\in s}b_i\Big|\le\prod_{i\in s}(1+e_i)-1 .$$

For two factors with errors $e_1$ and $e_2$, the right side is $e_1+e_2+e_1e_2$: the errors add, up to a small cross term.

The argument adds one factor at a time. For the empty set both sides are zero. Let $A$, $B$ and $E$ be the products of $a_i$, $b_i$ and $1+e_i$ over the set $s$, and assume $|A-B|\le E-1$. Since $|B|=1$, we have $|A|\le|A-B|+|B|\le E$. For a new index $i$,

$$a_iA-b_iB=(a_i-b_i)A+b_i(A-B),$$

so the new error is at most $e_iE+(E-1)=(1+e_i)E-1$, as required.

In the proof, `hB` is $|B|=1$, `hA` is the bound on $|A|$ by the triangle inequality, `split` is the displayed identity, and `h2` is the estimate $|a_i-b_i|\,|A|\le e_iE$.

```lean
/-- The elementary phase factor has modulus one. -/
theorem norm_phase (x : ℝ) : ‖phase x‖ = 1 := by
  have h : -(2 * Real.pi * Complex.I * x) = ((-(2 * Real.pi * x) : ℝ) : ℂ) * Complex.I := by
    push_cast; ring
  rw [phase, h, Complex.norm_exp_ofReal_mul_I]
```

The exponent $-2\pi\mathrm{i}x$ is a real number times $\mathrm{i}$, so the exponential has modulus one. The line `h` rewrites the exponent in that form, and a Mathlib lemma finishes.

```lean
/-- The plane-wave phase at Miller indices `m` is the product of powers of the three
elementary phase factors. -/
theorem exp_eq_prod_phase (x : Fin 3 → ℝ) (m : Fin 3 → ℤ) :
    Complex.exp (-(2 * Real.pi * Complex.I * ∑ a, (m a : ℂ) * (x a : ℂ)))
      = ∏ a, phase (x a) ^ m a := by
  simp only [phase, ← Complex.exp_int_mul, ← Complex.exp_sum]
  congr 1
  simp only [Fin.sum_univ_three]
  ring
```

This is the factorisation that makes one-dimensional tables possible:

$$e^{-2\pi\mathrm{i}\sum_a m_ax_a}=\prod_a\left(e^{-2\pi\mathrm{i}x_a}\right)^{m_a}.$$

The proof gathers the right side into a single exponential, then compares the exponents. The powers are integer powers, so negative Miller indices are included.

## Error of the structure factor

```lean
/-- Round-off in the structure factor: if all stored factors have modulus at most one and lie
within `d` of the exact phases, and all tables have rounding errors at most `r`, the error is
at most `(∑ⱼ |fⱼ|) (∏ₐ (1 + |mₐ| (d + r)) - 1)`. -/
theorem structureFactor_error {ι : Type*} [Fintype ι] (f : ι → ℂ) {x : ι → Fin 3 → ℝ}
    {v : ι → Fin 3 → ℂ} {z : ι → Fin 3 → ℕ → ℂ} {d r : ℝ} (hv : ∀ j a, ‖v j a‖ ≤ 1)
    (hd : ∀ j a, ‖v j a - phase (x j a)‖ ≤ d)
    (hz : ∀ j a, IsPhaseTable (v j a) r (z j a)) (m : Fin 3 → ℤ) :
    ‖tableStructureFactor f z m - structureFactor f x m‖
      ≤ (∑ j, ‖f j‖) * (∏ a, (1 + (m a).natAbs * (d + r)) - 1) := by
  unfold tableStructureFactor structureFactor
  rw [← sum_sub_distrib, sum_mul]
  refine norm_sum_le_of_le _ fun j _ => ?_
  -- compare the three phases of one atom, then weight by its form factor
  rw [← mul_sub, norm_mul, exp_eq_prod_phase]
  refine mul_le_mul_of_nonneg_left (prod_phase_error univ (fun a => ?_) fun a => ?_)
    (norm_nonneg _)
  · rw [norm_zpow, norm_phase, one_zpow]
  · exact signedEntry_error (norm_phase _) (hv j a) (hd j a) (hz j a) (m a)

end

end PhaseRecurrence
```

Every atom $j$ and direction $a$ has its own stored factor $v_{ja}$ and its own table. The numbers $d$ and $r$ are common bounds for all of them. Writing $S_{\mathrm{tab}}(m)$ for the assembled value, the theorem says

$$|S_{\mathrm{tab}}(m)-S(m)|\le\Big(\sum_j|f_j|\Big)\Big(\prod_a\big(1+|m_a|(d+r)\big)-1\Big).$$

To derive it, fix an atom. Its exact exponential is a product of three phases of modulus one, and each table entry misses its phase by at most $|m_a|(d+r)$. The product lemma with $e_a=|m_a|(d+r)$ bounds the error of the atom's phase by the second bracket. Multiply by $|f_j|$ and sum over $j$ with the triangle inequality.

The Lean proof runs from the outside in. It merges the two sums into one, bounds that sum term by term with `norm_sum_le_of_le`, takes out $f_j$, and applies `prod_phase_error`. Two conditions remain, one for each bullet: the exact factors have modulus one, and the table entries obey `signedEntry_error`.

At $m=0$ the bound is zero, as it should be, since every table starts at exactly one. When the errors are small, the second bracket is close to $(|m_0|+|m_1|+|m_2|)(d+r)$. The bound does not include rounding in the final products and in the sum over atoms, or errors in $f_j$; a full error budget has to add these. An error in a position $x_{ja}$ shifts the stored factor and can be counted in $d$.

## The tables in a plane-wave code

A structure factor is needed at many reciprocal-lattice vectors, and a separate exponential for each pair of atom and vector is expensive. A code can instead fill three short tables per atom and multiply entries. With the recurrence, one table takes a few lines:

```
v = exp(-2*pi*i*x)
z[0] = 1
for n = 0 .. nmax-1:
    z[n+1] = v * z[n]
    z[-(n+1)] = conj(z[n+1])
```

Other codes evaluate a sine and cosine for every entry. That takes more work per entry and passes no error from one entry to the next, but the rounding error of the argument $2\pi nx$ can also grow with $n$. Forming $nx$ and reducing it modulo one in higher precision avoids this.

The final theorem asks for stored factors of modulus at most one. If rounding leaves $|v|$ slightly above one, `v` can be scaled down by a few units of machine precision before the table is filled, which makes $d$ slightly larger. To see the sizes under this condition, suppose $d+r=10^{-15}$ and $m=(50,50,50)$. The bound is then about $1.5\times10^{-13}\sum_j|f_j|$, which is harmless for most purposes. With $d+r=5\times10^{-7}$, as might be found in single precision, it is about $7.5\times10^{-5}\sum_j|f_j|$, and the choice of how to fill the tables deserves some thought.

```lean
#print axioms PhaseRecurrence.linear_growth_attained
#print axioms PhaseRecurrence.structureFactor_error
```

```
'PhaseRecurrence.linear_growth_attained' depends on axioms: [propext, Classical.choice, Quot.sound]
'PhaseRecurrence.structureFactor_error' depends on axioms: [propext, Classical.choice, Quot.sound]
```
